# At fixed energy, a finite Dirac matrix model has the nonrelativistic limit V + DᴴD/2m exactly when PD = D

A four-component calculation expands the large and small components of an electron's wavefunction in two finite basis sets. The operator σ·p couples them, and the kinetic energy arises by going from the large component to the small one and back. If the small basis cannot represent the intermediate function, some kinetic energy is lost. Does the loss disappear as the speed of light c grows?

In the model below it does not. Let D be the matrix of σ·p, and P the orthogonal projector onto the span of the retained small-component basis. For mass m > 0 and a fixed energy E, eliminating the small component leaves a Hamiltonian matrix for the large one, and this matrix tends to the nonrelativistic Hamiltonian if and only if PD = D. This bears on the choice of small-component basis sets in relativistic electronic structure, here for a finite one-particle matrix model with fixed potentials.

The index type `n` labels an orthonormal large-component basis, and the finite type `s` an orthonormal basis of a small-component reference space. The rectangular matrix D represents σ·p from the first space to the second. The reference space is taken large enough to contain σ·p applied to every large basis function, so that DᴴD is the matrix of p². The physical reading of the results relies on this, while the Lean theorems hold for any D. The superscript ᴴ is the conjugate transpose.

```lean
import Mathlib

open Matrix Filter Topology
open scoped ComplexOrder

noncomputable section

namespace KineticBalanceLimit

variable {n s : Type*} [Fintype s] [DecidableEq s]
```

## Eliminating the small component

Let V and W be the potential blocks, x the large component and y the small one. With E measured from the rest energy mc², the projected Dirac equations are

V x + c DᴴP y = E x
c PD x + PWP y − 2mc² y = E y.

Collecting the y terms of the second equation gives

S(c) y = c PD x, where S(c) = 2mc² + E − PWP.

In Lean, `m`, `E` and `c` are real and the matrices are complex. Neither V nor W has to be Hermitian, although physical potentials are.

```lean
/-- The small-component block `2mc² + E - PWP` that is inverted when the small component
is eliminated. -/
def smallBlock (W P : Matrix s s ℂ) (m E c : ℝ) : Matrix s s ℂ :=
  (2 * m * c ^ 2 + E : ℂ) • (1 : Matrix s s ℂ) - P * W * P
```

Where S(c) is invertible, y = c S(c)⁻¹PD x. Inserting this into the first equation leaves an equation for x alone, with the energy-dependent Hamiltonian

H(c) = V + c² DᴴP S(c)⁻¹ PD.

Mathlib assigns the zero matrix as the inverse of a singular matrix, so `schurHamiltonian` has this physical meaning only where S(c) is invertible.

```lean
/-- The energy-dependent Hamiltonian `V + c² Dᴴ P (2mc² + E - PWP)⁻¹ P D` of the large
component, for parameters at which the small block is invertible. -/
def schurHamiltonian (V : Matrix n n ℂ) (W P : Matrix s s ℂ) (D : Matrix s n ℂ)
    (m E c : ℝ) : Matrix n n ℂ :=
  V + (c : ℂ) ^ 2 • (Dᴴ * P * (smallBlock W P m E c)⁻¹ * P * D)
```

## The small block at large c

Both c² and S(c)⁻¹ depend on c, so the growth is factored out first. With t = 1/c², define

G(t) = 2m + t (E − PWP).

```lean
/-- The small block divided by `c²`, as a function of `t = 1/c²`. -/
def scaledBlock (W P : Matrix s s ℂ) (m E t : ℝ) : Matrix s s ℂ :=
  (2 * m : ℂ) • (1 : Matrix s s ℂ) + (t : ℂ) • ((E : ℂ) • (1 : Matrix s s ℂ) - P * W * P)
```

For c ≠ 0, multiplying out gives

c² G(1/c²) = 2mc² + E − PWP = S(c).

The proof uses c² · (1/c²) = 1 and leaves the remaining linear algebra to `module`.

```lean
/-- For nonzero `c` the small block is `c²` times the scaled block at `t = 1/c²`. -/
theorem smallBlock_eq_scaled (W P : Matrix s s ℂ) (m E : ℝ) {c : ℝ} (hc : c ≠ 0) :
    smallBlock W P m E c = (c : ℂ) ^ 2 • scaledBlock W P m E (c ^ 2)⁻¹ := by
  have hc' : (c : ℂ) ≠ 0 := Complex.ofReal_ne_zero.mpr hc
  have h : (c : ℂ) ^ 2 * ((c : ℂ) ^ 2)⁻¹ = 1 := mul_inv_cancel₀ (pow_ne_zero 2 hc')
  simp only [smallBlock, scaledBlock, smul_add, smul_smul]
  push_cast
  rw [h]
  module
```

Now G is continuous and G(0) = 2m times the identity. If N is the size of `s`, then

det G(0) = (2m)ᴺ ≠ 0
det S(c) = c²ᴺ det G(1/c²).

By continuity det G(t) stays nonzero near t = 0, so S(c) is invertible for all sufficiently large c. There

c² S(c)⁻¹ = G(1/c²)⁻¹ → G(0)⁻¹ = 1/2m,

because G⁻¹ is the adjugate of G divided by its determinant, and both are continuous.

The theorem states these two facts together. `∀ᶠ c in atTop` means "for all sufficiently large c", and `Tendsto … atTop (𝓝 L)` means convergence to L as c → +∞, entry by entry for matrices. In the proof, `hunit` is the determinant argument, `hinv` the continuity of the inverse and `hval` the value at t = 0. No condition on P is needed yet.

```lean
/-- For large `c` the small block is invertible, and `c²` times its inverse tends to `1/2m`. -/
theorem smallBlock_inverse_limit (W P : Matrix s s ℂ) (E : ℝ) {m : ℝ} (hm : 0 < m) :
    (∀ᶠ c : ℝ in atTop, IsUnit (smallBlock W P m E c).det) ∧
    Tendsto (fun c : ℝ => (c : ℂ) ^ 2 • (smallBlock W P m E c)⁻¹) atTop
      (𝓝 ((2 * m : ℂ)⁻¹ • (1 : Matrix s s ℂ))) := by
  have hm2 : (2 * m : ℂ) ≠ 0 :=
    mul_ne_zero two_ne_zero (Complex.ofReal_ne_zero.mpr hm.ne')
  have hG : Continuous (scaledBlock W P m E) :=
    continuous_const.add (Complex.continuous_ofReal.smul continuous_const)
  have hG0 : scaledBlock W P m E 0 = (2 * m : ℂ) • (1 : Matrix s s ℂ) := by
    simp only [scaledBlock, Complex.ofReal_zero, zero_smul, add_zero]
  have hdet0 : (scaledBlock W P m E 0).det ≠ 0 := by
    rw [hG0, Matrix.det_smul, Matrix.det_one, mul_one]
    exact pow_ne_zero _ hm2
  have ht : Tendsto (fun c : ℝ => (c ^ 2)⁻¹) atTop (𝓝 0) :=
    tendsto_inv_atTop_zero.comp (tendsto_pow_atTop two_ne_zero)
  have hdet := hG.matrix_det.tendsto 0
  -- the determinant stays away from zero near t = 0
  have hunit : ∀ᶠ c : ℝ in atTop, IsUnit (smallBlock W P m E c).det := by
    filter_upwards [(hdet.comp ht) (isOpen_ne.mem_nhds hdet0), eventually_gt_atTop 0]
      with c h1 hc
    rw [smallBlock_eq_scaled W P m E hc.ne', Matrix.det_smul]
    exact (mul_ne_zero (pow_ne_zero _ (pow_ne_zero 2
      (Complex.ofReal_ne_zero.mpr hc.ne'))) h1).isUnit
  refine ⟨hunit, ?_⟩
  -- the inverse is continuous at t = 0
  have hinv : Tendsto (fun t => (scaledBlock W P m E t)⁻¹) (𝓝 0)
      (𝓝 (scaledBlock W P m E 0)⁻¹) := by
    simp only [Matrix.inv_def, Ring.inverse_eq_inv']
    exact (hdet.inv₀ hdet0).smul (hG.matrix_adjugate.tendsto 0)
  have hval : (scaledBlock W P m E 0)⁻¹ = (2 * m : ℂ)⁻¹ • (1 : Matrix s s ℂ) := by
    apply Matrix.inv_eq_right_inv
    rw [hG0, Matrix.smul_mul, Matrix.one_mul, smul_smul, mul_inv_cancel₀ hm2, one_smul]
  rw [← hval]
  refine (hinv.comp ht).congr' ?_
  filter_upwards [hunit, eventually_gt_atTop 0] with c h1 hc
  apply Matrix.inv_eq_right_inv
  rw [Matrix.mul_smul, ← Matrix.smul_mul, ← smallBlock_eq_scaled W P m E hc.ne']
  exact Matrix.mul_nonsing_inv _ h1
```

## The limit of the Hamiltonian

The outer factors do not depend on c, so

H(c) = V + DᴴP [c² S(c)⁻¹] PD → V + DᴴPPD/2m = V + DᴴPD/2m.

The last equality uses P² = P. In Lean, `hcont` says that X ↦ V + DᴴP X PD is continuous, and composing it with the previous limit gives the result.

E is held fixed while c grows. In the eigenvalue problem H(c) x = E x, the energy generally changes with c and also appears inside H(c), so this is a limit of matrices and not a statement about convergence of eigenvalues.

```lean
/-- As `c` grows, the Schur Hamiltonian tends to `V + Dᴴ P D / 2m`. -/
theorem schurHamiltonian_tendsto (V : Matrix n n ℂ) (W : Matrix s s ℂ) {P : Matrix s s ℂ}
    (D : Matrix s n ℂ) (E : ℝ) {m : ℝ} (hm : 0 < m) (hP : P * P = P) :
    Tendsto (schurHamiltonian V W P D m E) atTop
      (𝓝 (V + (2 * m : ℂ)⁻¹ • (Dᴴ * P * D))) := by
  have hcont : Continuous fun X : Matrix s s ℂ => V + Dᴴ * P * X * P * D :=
    continuous_const.add (((continuous_const.matrix_mul continuous_id).matrix_mul
      continuous_const).matrix_mul continuous_const)
  have h := (hcont.tendsto _).comp (smallBlock_inverse_limit W P E hm).2
  have hDP : Dᴴ * P * P = Dᴴ * P := by rw [Matrix.mul_assoc, hP]
  simp only [Matrix.mul_smul, Matrix.smul_mul, Matrix.mul_one, hDP] at h
  refine h.congr fun c => ?_
  simp only [Function.comp_apply, schurHamiltonian, Matrix.mul_smul, Matrix.smul_mul]
```

## Equivalence with the Dirac equations

The elimination can also be reversed. Suppose y = c S(c)⁻¹PD x and H(c) x = E x. Multiplying the formula for y by S(c) recovers the second Dirac equation. Moreover,

H(c) x = V x + c DᴴP [c S(c)⁻¹PD x] = V x + c DᴴP y,

so the Schur equation is the first Dirac equation. Nothing is lost or added, provided that S(c) is invertible, which is the hypothesis `hS`.

In the proof, `hsch` is the displayed identity, `hy` expands S(c) y, and `hsmall` shows that the second Dirac equation is equivalent to the formula for y. The symbol `*ᵥ` applies a matrix to a vector.

```lean
variable [Fintype n]

/-- Where the small block is invertible, the projected Dirac equations for `(x, y)` hold iff
`y = c (2mc² + E - PWP)⁻¹ P D x` and `x` solves the Schur equation at energy `E`. -/
theorem dirac_iff_schur (V : Matrix n n ℂ) (W P : Matrix s s ℂ) (D : Matrix s n ℂ)
    (m E c : ℝ) (hS : IsUnit (smallBlock W P m E c).det) (x : n → ℂ) (y : s → ℂ) :
    (V *ᵥ x + (c : ℂ) • ((Dᴴ * P) *ᵥ y) = (E : ℂ) • x ∧
      (c : ℂ) • ((P * D) *ᵥ x) + (P * W * P) *ᵥ y - (2 * m * c ^ 2 : ℂ) • y = (E : ℂ) • y) ↔
    (y = (c : ℂ) • (((smallBlock W P m E c)⁻¹ * (P * D)) *ᵥ x) ∧
      schurHamiltonian V W P D m E c *ᵥ x = (E : ℂ) • x) := by
  have hsch : schurHamiltonian V W P D m E c *ᵥ x = V *ᵥ x + (c : ℂ) •
      ((Dᴴ * P) *ᵥ ((c : ℂ) • (((smallBlock W P m E c)⁻¹ * (P * D)) *ᵥ x))) := by
    simp only [schurHamiltonian, Matrix.add_mulVec, Matrix.smul_mulVec, Matrix.mulVec_smul,
      smul_smul, Matrix.mulVec_mulVec, Matrix.mul_assoc, pow_two]
  have hy : smallBlock W P m E c *ᵥ y
      = (2 * m * c ^ 2 + E : ℂ) • y - (P * W * P) *ᵥ y := by
    simp only [smallBlock, Matrix.sub_mulVec, Matrix.smul_mulVec, Matrix.one_mulVec]
  -- the second Dirac equation determines the small component
  have hsmall : (c : ℂ) • ((P * D) *ᵥ x) + (P * W * P) *ᵥ y - (2 * m * c ^ 2 : ℂ) • y
      = (E : ℂ) • y ↔ y = (c : ℂ) • (((smallBlock W P m E c)⁻¹ * (P * D)) *ᵥ x) := by
    constructor
    · intro h
      have h1 : smallBlock W P m E c *ᵥ y = (c : ℂ) • ((P * D) *ᵥ x) := by
        rw [hy]
        linear_combination (norm := module) -h
      rw [← Matrix.mulVec_mulVec, ← Matrix.mulVec_smul, ← h1, Matrix.mulVec_mulVec,
        Matrix.nonsing_inv_mul _ hS, Matrix.one_mulVec]
    · intro h
      have h1 : smallBlock W P m E c *ᵥ y = (c : ℂ) • ((P * D) *ᵥ x) := by
        rw [h, Matrix.mulVec_smul, Matrix.mulVec_mulVec, ← Matrix.mul_assoc,
          Matrix.mul_nonsing_inv _ hS, Matrix.one_mul]
      rw [hy] at h1
      linear_combination (norm := module) -h1
  rw [hsmall, hsch]
  constructor
  · rintro ⟨h1, h2⟩
    exact ⟨h2, by rw [← h2]; exact h1⟩
  · rintro ⟨h2, h1⟩
    exact ⟨by rw [← h2] at h1; exact h1, h2⟩
```

## The missing kinetic energy

The limit contains DᴴPD where the nonrelativistic Hamiltonian has DᴴD. With Pᴴ = P and P² = P,

(D − PD)ᴴ(D − PD) = DᴴD − DᴴPD − DᴴPD + DᴴPPD = DᴴD − DᴴPD.

For every vector x this gives

xᴴ(DᴴD − DᴴPD)x = ‖(D − PD)x‖² ≥ 0,

so an incomplete small basis can only lower the limiting kinetic energy. The diagonal entries of AᴴA are sums of |Aᵢⱼ|² over i, so AᴴA = 0 forces A = 0. With A = D − PD, the deficit vanishes exactly when PD = D.

The factorisation is `hfac`; Mathlib's results on matrices of the form AᴴA supply the rest.

```lean
omit [DecidableEq s] in
/-- The kinetic deficit `DᴴD - DᴴPD` is positive semidefinite, and it vanishes iff `PD = D`. -/
theorem kinetic_deficit {P : Matrix s s ℂ} (D : Matrix s n ℂ) (hH : Pᴴ = P)
    (hP : P * P = P) :
    (Dᴴ * D - Dᴴ * P * D).PosSemidef ∧ (Dᴴ * D - Dᴴ * P * D = 0 ↔ P * D = D) := by
  have hDP : Dᴴ * P * P = Dᴴ * P := by rw [Matrix.mul_assoc, hP]
  -- the deficit is the square of the part of D outside the small basis
  have hfac : Dᴴ * D - Dᴴ * P * D = (D - P * D)ᴴ * (D - P * D) := by
    simp only [Matrix.conjTranspose_sub, Matrix.conjTranspose_mul, hH, Matrix.sub_mul,
      Matrix.mul_sub, ← Matrix.mul_assoc, hDP]
    abel
  rw [hfac]
  refine ⟨Matrix.posSemidef_conjTranspose_mul_self _, ?_⟩
  rw [Matrix.conjTranspose_mul_self_eq_zero, sub_eq_zero]
  exact eq_comm
```

## Kinetic balance decides the limit

The condition PD = D says that every column of D, the image of a large basis function under σ·p, lies in the span of the retained small basis. This is kinetic balance.

If it holds, DᴴPD = DᴴD and the limit is V + DᴴD/2m. Conversely, suppose that H(c) tends to V + DᴴD/2m. It also tends to V + DᴴPD/2m, and limits are unique, so

DᴴD/2m = DᴴPD/2m.

Cancelling the nonzero factor 1/2m leaves a zero deficit, hence PD = D. The Lean proof takes the same route, with `tendsto_nhds_unique` for the uniqueness of limits.

```lean
/-- The Schur Hamiltonian tends to the nonrelativistic Hamiltonian `V + DᴴD / 2m` iff the
small-component basis satisfies kinetic balance, `PD = D`. -/
theorem nonrelativistic_limit_iff_balance (V : Matrix n n ℂ) (W : Matrix s s ℂ)
    {P : Matrix s s ℂ} (D : Matrix s n ℂ) (E : ℝ) {m : ℝ} (hm : 0 < m) (hH : Pᴴ = P)
    (hP : P * P = P) :
    Tendsto (schurHamiltonian V W P D m E) atTop (𝓝 (V + (2 * m : ℂ)⁻¹ • (Dᴴ * D))) ↔
      P * D = D := by
  have hlim := schurHamiltonian_tendsto V W D E hm hP
  have hm2 : (2 * m : ℂ)⁻¹ ≠ 0 :=
    inv_ne_zero (mul_ne_zero two_ne_zero (Complex.ofReal_ne_zero.mpr hm.ne'))
  constructor
  · intro h
    have h1 := add_left_cancel (tendsto_nhds_unique h hlim)
    have h2 : Dᴴ * D = Dᴴ * P * D := smul_right_injective _ hm2 h1
    exact (kinetic_deficit D hH hP).2.mp (sub_eq_zero.mpr h2)
  · intro h
    rwa [Matrix.mul_assoc, h] at hlim
```

## Two columns and one projector

Take a single large basis function, a two-dimensional reference space and the projector onto the direction (1, 1):

P = ½ [[1, 1], [1, 1]].

Compare the unit columns û = (1, 1)ᵀ/√2 and v = (1, 0)ᵀ as choices of D. Both have DᴴD = 1, so for m = 1 and V = 0 the correct limit is 1/2 in each case. But Pû = û, while Pv = (1/2, 1/2)ᵀ ≠ v.

Let E = 0 and let W be −2 times the identity. Then S(c) = 2c² + 2P, and S(c)P = (2c² + 2)P, so PS(c)⁻¹P = P/(2c² + 2). Since ûᴴPû = 1 and vᴴPv = 1/2,

D = û: H(c) = c²/(2c² + 2), about 0.4950 at c = 10, with limit 1/2
D = v: H(c) = c²/(4c² + 4), about 0.2475 at c = 10, with limit 1/4.

The unbalanced column loses half of its kinetic energy, however large c becomes.

The theorem below checks the projector properties and the two products. Its column `u` is (1, 1)ᵀ without the factor 1/√2, which does not affect whether P leaves it unchanged.

```lean
/-- The projector onto the direction `(1, 1)` leaves the column `(1, 1)` unchanged, but not
the column `(1, 0)`. -/
theorem projector_witness :
    let P : Matrix (Fin 2) (Fin 2) ℂ := !![1/2, 1/2; 1/2, 1/2]
    let u : Matrix (Fin 2) (Fin 1) ℂ := !![1; 1]
    let v : Matrix (Fin 2) (Fin 1) ℂ := !![1; 0]
    Pᴴ = P ∧ P * P = P ∧ P * u = u ∧ P * v ≠ v := by
  intro P u v
  refine ⟨?_, ?_, ?_, ?_⟩
  · ext i j
    fin_cases i <;> fin_cases j <;> simp [P, Matrix.conjTranspose_apply]
  · ext i j
    fin_cases i <;> fin_cases j <;> norm_num [P, Matrix.mul_apply, Fin.sum_univ_succ]
  · ext i j
    fin_cases i <;> fin_cases j <;> norm_num [P, u, Matrix.mul_apply, Fin.sum_univ_succ]
  · intro h
    have h1 := congrFun (congrFun h 1) 0
    norm_num [P, v, Matrix.mul_apply, Fin.sum_univ_succ] at h1

end KineticBalanceLimit
```

## Keeping only the retained coordinates

The small component here is a vector in the whole reference space, even though only its part in the range of P is physical. An alternative is to collect k orthonormal retained functions as the columns of a matrix B, with BᴴB = 1 and P = BBᴴ. The small block would then be the k × k matrix 2mc² + E − BᴴWB, and the coupling would be BᴴD.

Where both small blocks are invertible, the Hamiltonian for x is the same, and kinetic balance reads BBᴴD = D. The matrices would be closer to those in a program, and the discarded directions would no longer add the condition 2mc² + E ≠ 0 to the invertibility of the small block. A non-orthonormal basis would also bring in overlap matrices.

```lean
#print axioms KineticBalanceLimit.dirac_iff_schur
#print axioms KineticBalanceLimit.nonrelativistic_limit_iff_balance
```

```
'KineticBalanceLimit.dirac_iff_schur' depends on axioms: [propext, Classical.choice, Quot.sound]
'KineticBalanceLimit.nonrelativistic_limit_iff_balance' depends on axioms: [propext, Classical.choice, Quot.sound]
```
